# Velocity Verlet, leapfrog and Störmer-Verlet give the same positions when their starting values match

To follow atoms under Newton's equation $\ddot x = a(x)$, a molecular dynamics program may use velocity Verlet, leapfrog or Störmer-Verlet, and a comparison of the three first has to settle what each method is. Here each is a recursion of its own, with its own stored quantities and free starting values. The agreement of their trajectories is then a theorem about particular starting values and is not built into the definitions.

## Positions, accelerations and the time step

The configuration $x$ is an element of a real vector space $V$. For $N$ atoms, $V$ is $\mathbb R^{3N}$, and $a(x)$ collects the forces divided by the masses. The map $a : V \to V$ is arbitrary: it need not be continuous or derive from a potential. It must, however, be a function of the positions alone. In first-principles dynamics this stands for forces from an electronic state that is fixed by the current geometry. Friction, velocity-dependent forces and forces that depend on the history of the self-consistency cycle are excluded. The letter $h$ is the time step, not Planck's constant, and may be any real number unless stated otherwise.

Rounding is also left out of the model: the equalities below hold in exact arithmetic, while floating-point trajectories of the three methods can drift apart.

```lean
import Mathlib

namespace VerletLeapfrogStoermer

noncomputable section

variable {V : Type*} [AddCommGroup V] [Module ℝ V]
```

## Three recursions

Velocity Verlet stores position and velocity at the same time. From $(x_n, v_n)$ it computes

$$x_{n+1} = x_n + h v_n + \tfrac{h^2}{2} a(x_n), \qquad v_{n+1} = v_n + \tfrac h2\bigl(a(x_n) + a(x_{n+1})\bigr).$$

In Lean the state is a pair, so $x_n$ is `(velocityVerlet a h x₀ v₀ n).1` and $v_n$ is the component `.2`.

```lean
/-- Velocity Verlet with acceleration `a` and step `h`: the pair of position and velocity
after `n` steps from `(x₀, v₀)`. -/
def velocityVerlet (a : V → V) (h : ℝ) (x₀ v₀ : V) : ℕ → V × V
  | 0 => (x₀, v₀)
  | n + 1 =>
    let s := velocityVerlet a h x₀ v₀ n
    let x := s.1 + h • s.2 + (h ^ 2 / 2) • a s.1
    (x, s.2 + (h / 2) • (a s.1 + a x))
```

Leapfrog stores a position $y_n$ and a velocity $w_n$ that belongs to the time half a step later. Textbooks write $v_{n+1/2}$ for this velocity; the index $n$ used here is that of the Lean pair. The update is

$$y_{n+1} = y_n + h w_n, \qquad w_{n+1} = w_n + h\, a(y_{n+1}),$$

with $y_0 = x_0$ and a free initial velocity $w_0$, which is the argument `w` in the code.

```lean
/-- Leapfrog with acceleration `a` and step `h`: the pair of the position at step `n` and the
velocity half a step later, started from position `x₀` and half-step velocity `w`. -/
def leapfrog (a : V → V) (h : ℝ) (x₀ w : V) : ℕ → V × V
  | 0 => (x₀, w)
  | n + 1 =>
    let s := leapfrog a h x₀ w n
    let x := s.1 + h • s.2
    (x, s.2 + h • a x)
```

Störmer-Verlet stores no velocity. Its positions $z_n$ satisfy

$$z_{n+2} = 2 z_{n+1} - z_n + h^2 a(z_{n+1}),$$

and both $z_0$ and $z_1$ have to be supplied. They are the arguments `x₀` and `x₁`.

```lean
/-- Störmer-Verlet with acceleration `a` and step `h`: the position at step `n`, computed from
the two preceding positions and started from `x₀` and `x₁`. -/
def stoermerVerlet (a : V → V) (h : ℝ) (x₀ x₁ : V) : ℕ → V
  | 0 => x₀
  | 1 => x₁
  | n + 2 => (2 : ℝ) • stoermerVerlet a h x₀ x₁ (n + 1) - stoermerVerlet a h x₀ x₁ n
      + h ^ 2 • a (stoermerVerlet a h x₀ x₁ (n + 1))
```

## Leapfrog velocities are Verlet velocities after half a kick

Start leapfrog with $w_0 = v_0 + \tfrac h2 a(x_0)$. The claim is that for every $n$

$$y_n = x_n, \qquad w_n = v_n + \tfrac h2 a(x_n).$$

At $n = 0$ this is the choice of starting values. If it holds at $n$, then the next position is

$$y_{n+1} = x_n + h\bigl(v_n + \tfrac h2 a(x_n)\bigr) = x_n + h v_n + \tfrac{h^2}{2} a(x_n) = x_{n+1},$$

and the next half-step velocity is

$$w_{n+1} = v_n + \tfrac h2 a(x_n) + h\, a(x_{n+1}) = v_{n+1} + \tfrac h2 a(x_{n+1}).$$

The proof is the same induction. The statements `hx`, `hv`, `lx` and `lw` are the four update rules, which hold by definition. The position equality `e` is proved first, because the velocity update evaluates the acceleration at the new position. The tactic `module` then collects the coefficients of each vector.

```lean
/-- Leapfrog started with a half kick has the positions of velocity Verlet, and its half-step
velocity is the Verlet velocity advanced by half a kick. -/
theorem leapfrog_eq_verlet_half_kick (a : V → V) (h : ℝ) (x₀ v₀ : V) (n : ℕ) :
    (leapfrog a h x₀ (v₀ + (h / 2) • a x₀) n).1 = (velocityVerlet a h x₀ v₀ n).1 ∧
    (leapfrog a h x₀ (v₀ + (h / 2) • a x₀) n).2 =
      (velocityVerlet a h x₀ v₀ n).2 + (h / 2) • a (velocityVerlet a h x₀ v₀ n).1 := by
  induction n with
  | zero => exact ⟨rfl, rfl⟩
  | succ n ih =>
    obtain ⟨ix, iw⟩ := ih
    -- the update rules of the two methods
    have hx : (velocityVerlet a h x₀ v₀ (n + 1)).1 = (velocityVerlet a h x₀ v₀ n).1
        + h • (velocityVerlet a h x₀ v₀ n).2
        + (h ^ 2 / 2) • a (velocityVerlet a h x₀ v₀ n).1 := rfl
    have hv : (velocityVerlet a h x₀ v₀ (n + 1)).2 = (velocityVerlet a h x₀ v₀ n).2
        + (h / 2) • (a (velocityVerlet a h x₀ v₀ n).1
          + a (velocityVerlet a h x₀ v₀ (n + 1)).1) := rfl
    have lx : (leapfrog a h x₀ (v₀ + (h / 2) • a x₀) (n + 1)).1
        = (leapfrog a h x₀ (v₀ + (h / 2) • a x₀) n).1
        + h • (leapfrog a h x₀ (v₀ + (h / 2) • a x₀) n).2 := rfl
    have lw : (leapfrog a h x₀ (v₀ + (h / 2) • a x₀) (n + 1)).2
        = (leapfrog a h x₀ (v₀ + (h / 2) • a x₀) n).2
        + h • a (leapfrog a h x₀ (v₀ + (h / 2) • a x₀) (n + 1)).1 := rfl
    have e : (leapfrog a h x₀ (v₀ + (h / 2) • a x₀) (n + 1)).1
        = (velocityVerlet a h x₀ v₀ (n + 1)).1 := by
      rw [lx, hx, ix, iw]
      module
    refine ⟨e, ?_⟩
    rw [lw, e, iw, hv]
    module
```

The same velocity can be read from the other end of the step. The Verlet update gives $v_n = v_{n+1} - \tfrac h2 a(x_n) - \tfrac h2 a(x_{n+1})$, and inserting this into the previous result yields

$$w_n = v_n + \tfrac h2 a(x_n) = v_{n+1} - \tfrac h2 a(x_{n+1}).$$

```lean
/-- For leapfrog started with a half kick, the half-step velocity stored at step `n` is the Verlet
velocity at step `n + 1` minus half a kick evaluated at the Verlet position of step `n + 1`. -/
theorem leapfrog_velocity_eq_next_verlet (a : V → V) (h : ℝ) (x₀ v₀ : V) (n : ℕ) :
    (leapfrog a h x₀ (v₀ + (h / 2) • a x₀) n).2 =
      (velocityVerlet a h x₀ v₀ (n + 1)).2
        - (h / 2) • a (velocityVerlet a h x₀ v₀ (n + 1)).1 := by
  have hv : (velocityVerlet a h x₀ v₀ (n + 1)).2 = (velocityVerlet a h x₀ v₀ n).2
      + (h / 2) • (a (velocityVerlet a h x₀ v₀ n).1
        + a (velocityVerlet a h x₀ v₀ (n + 1)).1) := rfl
  rw [(leapfrog_eq_verlet_half_kick a h x₀ v₀ n).2, hv]
  module
```

## Eliminating the velocity from leapfrog

Let $w_0$ now be arbitrary, and start Störmer-Verlet with $z_0 = x_0$ and $z_1 = x_0 + h w_0$. These are the first two leapfrog positions. Suppose that $z_n = y_n$ and $z_{n+1} = y_{n+1}$. Since $y_{n+1} - y_n = h w_n$,

$$\begin{aligned}
z_{n+2} &= 2y_{n+1} - y_n + h^2 a(y_{n+1}) \\
&= y_{n+1} + h w_n + h^2 a(y_{n+1}) \\
&= y_{n+1} + h w_{n+1} = y_{n+2}.
\end{aligned}$$

The auxiliary statement `key` carries two consecutive equalities through the induction, as the two-term recursion requires. In the last line of the induction step, `linear_combination` uses `l₁`, which is the relation $y_{n+1} = y_n + h w_n$.

```lean
/-- For any initial half-step velocity `w`, Störmer-Verlet started with `x₁ = x₀ + h w` has the
positions of leapfrog. -/
theorem stoermer_eq_leapfrog (a : V → V) (h : ℝ) (x₀ w : V) (n : ℕ) :
    stoermerVerlet a h x₀ (x₀ + h • w) n = (leapfrog a h x₀ w n).1 := by
  -- a two-term recursion needs two consecutive positions in the induction
  have key : stoermerVerlet a h x₀ (x₀ + h • w) n = (leapfrog a h x₀ w n).1 ∧
      stoermerVerlet a h x₀ (x₀ + h • w) (n + 1) = (leapfrog a h x₀ w (n + 1)).1 := by
    induction n with
    | zero => exact ⟨rfl, rfl⟩
    | succ n ih =>
      refine ⟨ih.2, ?_⟩
      have s : stoermerVerlet a h x₀ (x₀ + h • w) (n + 1 + 1)
          = (2 : ℝ) • stoermerVerlet a h x₀ (x₀ + h • w) (n + 1)
          - stoermerVerlet a h x₀ (x₀ + h • w) n
          + h ^ 2 • a (stoermerVerlet a h x₀ (x₀ + h • w) (n + 1)) := rfl
      have l₁ : (leapfrog a h x₀ w (n + 1)).1
          = (leapfrog a h x₀ w n).1 + h • (leapfrog a h x₀ w n).2 := rfl
      have l₂ : (leapfrog a h x₀ w (n + 1 + 1)).1
          = (leapfrog a h x₀ w (n + 1)).1 + h • (leapfrog a h x₀ w (n + 1)).2 := rfl
      have lw : (leapfrog a h x₀ w (n + 1)).2
          = (leapfrog a h x₀ w n).2 + h • a (leapfrog a h x₀ w (n + 1)).1 := rfl
      rw [s, ih.1, ih.2, l₂, lw]
      linear_combination (norm := module) l₁
  exact key.1
```

## Equal positions and the mean of neighbouring velocities

With the half-kick start for leapfrog, the matching second position for Störmer-Verlet is

$$z_1 = x_0 + h\bigl(v_0 + \tfrac h2 a(x_0)\bigr) = x_0 + h v_0 + \tfrac{h^2}{2} a(x_0),$$

which is the second-order Taylor start. Hence $z_n = y_n = x_n$ for every $n$. For the velocities, the two descriptions of the half-step velocity at step $n+1$ are

$$w_n = v_{n+1} - \tfrac h2 a(x_{n+1}), \qquad w_{n+1} = v_{n+1} + \tfrac h2 a(x_{n+1}),$$

and the half kicks cancel in the mean:

$$v_{n+1} = \tfrac12 (w_n + w_{n+1}).$$

The theorem states these facts as three joined equations for each natural number $n$: leapfrog positions, Störmer-Verlet positions and the velocity mean. The index $n+1$ in the third covers every Verlet velocity except $v_0$, which has no earlier half-step velocity beside it. In the proof, `e` rewrites the Taylor start as a drift with the half-kicked velocity, after which the preceding results apply.

For forces that depend on the positions alone, the three methods therefore differ in the quantities they store and the starting values they take, but in exact arithmetic they give the same positions once those starting values match. The equivalence says nothing about how closely the common trajectory follows the solution of Newton's equation, or about its energy drift.

```lean
/-- With matching starting values, leapfrog and Störmer-Verlet have the positions of velocity
Verlet at every step, and each Verlet velocity after the start is the mean of the two
neighbouring half-step leapfrog velocities. -/
theorem verlet_leapfrog_stoermer_equivalence (a : V → V) (h : ℝ) (x₀ v₀ : V) (n : ℕ) :
    (leapfrog a h x₀ (v₀ + (h / 2) • a x₀) n).1 = (velocityVerlet a h x₀ v₀ n).1 ∧
    stoermerVerlet a h x₀ (x₀ + h • v₀ + (h ^ 2 / 2) • a x₀) n
      = (velocityVerlet a h x₀ v₀ n).1 ∧
    (velocityVerlet a h x₀ v₀ (n + 1)).2 =
      (1 / 2 : ℝ) • ((leapfrog a h x₀ (v₀ + (h / 2) • a x₀) n).2
        + (leapfrog a h x₀ (v₀ + (h / 2) • a x₀) (n + 1)).2) := by
  have hpos := (leapfrog_eq_verlet_half_kick a h x₀ v₀ n).1
  refine ⟨hpos, ?_, ?_⟩
  · -- the Taylor start is a drift with the half-kicked velocity
    have e : x₀ + h • v₀ + (h ^ 2 / 2) • a x₀ = x₀ + h • (v₀ + (h / 2) • a x₀) := by
      module
    rw [e, stoermer_eq_leapfrog, hpos]
  · -- the half kicks before and after the full step cancel in the mean
    rw [leapfrog_velocity_eq_next_verlet, (leapfrog_eq_verlet_half_kick a h x₀ v₀ (n + 1)).2]
    module
```

## The half-kick start is the only matching one

Suppose that $h \neq 0$ and that leapfrog, started from $x_0$ with some velocity $w_0$, has the Verlet positions at every step. The first step alone gives

$$x_0 + h w_0 = x_0 + h v_0 + \tfrac{h^2}{2} a(x_0).$$

Subtracting $x_0$ and dividing by $h$ leaves $w_0 = v_0 + \tfrac h2 a(x_0)$. The converse is the position equality already proved. A leapfrog run that takes the on-step velocity $v_0$ as its half-step velocity therefore departs from the Verlet positions whenever $a(x_0) \neq 0$.

In Lean, `H 1` extracts the first step, and multiplication by `h⁻¹` performs the division. This is where `hh : h ≠ 0` enters. With $h = 0$ all positions stay at $x_0$ and place no condition on $w_0$.

```lean
/-- For a nonzero step, leapfrog has the positions of velocity Verlet at every step exactly when
its initial half-step velocity is `v₀ + (h/2) a(x₀)`. -/
theorem leapfrog_positions_iff_half_kick_start (a : V → V) {h : ℝ} (hh : h ≠ 0)
    (x₀ v₀ w : V) :
    (∀ n, (leapfrog a h x₀ w n).1 = (velocityVerlet a h x₀ v₀ n).1) ↔
      w = v₀ + (h / 2) • a x₀ := by
  constructor
  · intro H
    -- the first step already fixes the initial velocity
    have h₁ : x₀ + h • w = x₀ + h • v₀ + (h ^ 2 / 2) • a x₀ := H 1
    have h₂ : h • w = h • (v₀ + (h / 2) • a x₀) := by
      linear_combination (norm := module) h₁
    calc w = h⁻¹ • (h • w) := (inv_smul_smul₀ hh w).symm
      _ = h⁻¹ • (h • (v₀ + (h / 2) • a x₀)) := by rw [h₂]
      _ = v₀ + (h / 2) • a x₀ := inv_smul_smul₀ hh _
  · rintro rfl n
    exact (leapfrog_eq_verlet_half_kick a h x₀ v₀ n).1
```

## Two values for the kinetic energy

Squared speeds need a norm, and the parallelogram law used below holds for a norm that comes from an inner product, so the space is now a real inner product space $E$. Write $v = v_{n+1}$ and $k = \tfrac h2 a(x_{n+1})$. For leapfrog with the half-kick start $w_0 = v_0 + \tfrac h2 a(x_0)$, the neighbouring half-step velocities are $v - k$ and $v + k$, and the parallelogram law gives

$$\tfrac12\bigl(\|w_n\|^2 + \|w_{n+1}\|^2\bigr) = \|v\|^2 + \|k\|^2 = \|v_{n+1}\|^2 + \tfrac{h^2}{4}\|a(x_{n+1})\|^2.$$

If the inner product is weighted with the atomic masses, $\tfrac12\|v\|^2$ is the kinetic energy. Averaging the two half-step kinetic energies then gives a value larger than the on-step one by $\tfrac{h^2}{8}\|a(x_{n+1})\|^2$, although the positions are identical. For these position-dependent forces, a kinetic temperature computed from the two estimates differs accordingly.

The proof substitutes the two descriptions of the half-step velocities. The statement `p` is the parallelogram law, and `k` in the code evaluates the squared norm of the half kick.

```lean
/-- In a real inner product space, for leapfrog started from `x₀` with the half-kicked velocity
`v₀ + (h/2) a(x₀)`, the mean of the two neighbouring squared half-step speeds equals the squared
Verlet speed plus `h²/4` times the squared acceleration at that step. -/
theorem mean_half_step_speed_sq {E : Type*} [NormedAddCommGroup E] [InnerProductSpace ℝ E]
    (a : E → E) (h : ℝ) (x₀ v₀ : E) (n : ℕ) :
    (‖(leapfrog a h x₀ (v₀ + (h / 2) • a x₀) n).2‖ ^ 2
      + ‖(leapfrog a h x₀ (v₀ + (h / 2) • a x₀) (n + 1)).2‖ ^ 2) / 2 =
    ‖(velocityVerlet a h x₀ v₀ (n + 1)).2‖ ^ 2
      + h ^ 2 / 4 * ‖a (velocityVerlet a h x₀ v₀ (n + 1)).1‖ ^ 2 := by
  rw [leapfrog_velocity_eq_next_verlet, (leapfrog_eq_verlet_half_kick a h x₀ v₀ (n + 1)).2]
  -- the parallelogram law for the Verlet velocity and half a kick
  have p := parallelogram_law_with_norm ℝ (velocityVerlet a h x₀ v₀ (n + 1)).2
    ((h / 2) • a (velocityVerlet a h x₀ v₀ (n + 1)).1)
  have k : ‖(h / 2) • a (velocityVerlet a h x₀ v₀ (n + 1)).1‖ ^ 2
      = (h / 2) ^ 2 * ‖a (velocityVerlet a h x₀ v₀ (n + 1)).1‖ ^ 2 := by
    rw [norm_smul, mul_pow, Real.norm_eq_abs, sq_abs]
  linear_combination p / 2 + k

end

end VerletLeapfrogStoermer
```

```lean
#print axioms VerletLeapfrogStoermer.verlet_leapfrog_stoermer_equivalence
-- 'VerletLeapfrogStoermer.verlet_leapfrog_stoermer_equivalence' depends on axioms: [propext, Classical.choice, Quot.sound]
#print axioms VerletLeapfrogStoermer.leapfrog_positions_iff_half_kick_start
-- 'VerletLeapfrogStoermer.leapfrog_positions_iff_half_kick_start' depends on axioms: [propext, Classical.choice, Quot.sound]
#print axioms VerletLeapfrogStoermer.mean_half_step_speed_sq
-- 'VerletLeapfrogStoermer.mean_half_step_speed_sq' depends on axioms: [propext, Classical.choice, Quot.sound]
```
